# Damped McWeeny purification loses quadratic convergence for occupations between 0 and 1/2

## Density matrix, occupations and damping

For a single Slater determinant, the one-particle density matrix $P$ is a projector: in an orthonormal basis of spin orbitals, its eigenvalues, the occupations per spin orbital, are 0 or 1. Purification starts from an approximate matrix with fractional occupations and drives them to these values by matrix products. The damped McWeeny update is

$$P \mapsto P + a\,(3P^2 - 2P^3 - P), \qquad 0 < a \le 1,$$

where the damping parameter $a$ is the fraction of the full McWeeny correction that is applied. The undamped update is $a = 1$, so a smaller $a$ means stronger damping.

If $Pv = xv$, then $P^2v = x^2v$ and $P^3v = x^3v$. The updated matrix therefore has the same eigenvector $v$, with occupation

$$f(x) = x + a\,(3x^2 - 2x^3 - x).$$

Write $x_0$ for the initial occupation and $x_{n+1} = f(x_n)$. The question is how fast $x_n$ reaches its limit.

## Convergence rate of a nearly empty level

Let $0 < a \le 1$ and $0 < x_0 < 1/2$. Then:

- $x_n$ is nonincreasing and tends to 0, and $x_{n+1}/x_n \to 1 - a$;
- a constant $C$ with $x_{n+1} \le C x_n^2$ for all $n$ exists exactly when $a = 1$.

For $a < 1$ the error is thus eventually multiplied by about $1 - a$ per update, which is linear convergence. With exact matrix products and a fixed $a < 1$, each further decimal digit of accuracy therefore eventually costs on average about $1/\log_{10}\frac{1}{1-a}$ updates, which is about 3.3 for $a = 1/2$.

## Derivation from the factored update

Set $q(x) = (1-x)(1-2x) = 1 - 3x + 2x^2$. Since $3x^2 - 2x^3 - x = -x\,q(x)$,

$$f(x) = \bigl(1 - a\,q(x)\bigr)\,x .$$

For $0 < x < 1/2$ both factors of $q$ are positive, and $1 - q(x) = x(3 - 2x) > 0$. Hence $0 < a\,q(x) < 1$ and $0 < f(x) < x$. By induction, $0 < x_n \le x_0$, and the sequence is nonincreasing.

For $0 < y \le x < 1/2$,

$$q(y) - q(x) = (x - y)(3 - 2x - 2y) \ge 0 .$$

With $y = x_n$ and $x = x_0$ this gives $q(x_0) \le q(x_n) \le 1$, so each update multiplies the occupation by a number between $1 - a$ and $r = 1 - a\,q(x_0)$. Therefore

$$(1-a)^n x_0 \le x_n \le r^n x_0 .$$

Since $0 < r < 1$, $x_n \to 0$. The ratio $x_{n+1}/x_n = 1 - a\,q(x_n)$ then tends to $1 - a\,q(0) = 1 - a$.

If $x_{n+1} \le C x_n^2$ for all $n$, division by $x_n$ gives $x_{n+1}/x_n \le C x_n$. In the limit $1 - a \le 0$, so $a = 1$. Conversely, for $a = 1$, $x_{n+1} = 3x_n^2 - 2x_n^3 \le 3x_n^2$.

For a nearly filled level, $q(1-x) = -x(1-2x)$, so $(1-x)\,q(1-x) = -x\,q(x)$ and $f(1-x) = 1 - x + a\,x\,q(x) = 1 - f(x)$. The hole occupation $1 - x_n$ obeys the same recursion, so for $1/2 < x_0 < 1$ the occupation tends to 1 and the hole ratio tends to $1 - a$.

## Two updates from an occupation of 1/4

Take $x_0 = 1/4$ and $a = 1/2$. Then $q(x_0) = \tfrac34\cdot\tfrac12 = \tfrac38$, the factor is $13/16$, and $x_1 = 13/64 \approx 0.203$. The next factor is about $0.763$, so $x_2 \approx 0.155$. The factors fall towards $1/2$. Without damping, the same start gives $x_1 = 5/32 \approx 0.156$ and $x_2 \approx 0.066$.

## The limiting case of no damping

At $a = 1$ the limiting ratio is 0 and the lower geometric bound is 0 for $n \ge 1$. Linear convergence gives way to the quadratic bound with $C = 3$.

## Reading the Lean statements

`purify a P` is a single update, despite its name, and `step a x` is $f(x)$. In `occupation a x n` the argument `x` is the initial value $x_0$, and the result is $x_n$. `Antitone` means nonincreasing, and `Tendsto … atTop (𝓝 0)` means convergence to 0 as $n \to \infty$.

`purify_iterate_mulVec` connects matrix and scalar: if `P *ᵥ v = x • v` with real `x`, the $n$-th iterate satisfies the same equation with $x_n$. The matrix is complex, square and finite, and need not be Hermitian. `damped_convergence` and `quadratic_iff_undamped` contain the two claims above, and `damped_convergence_filled` the limits for nearly filled levels.

The convergence theorems concern one occupation at a time, not a matrix norm, and leave out starts at 0, 1/2 and 1, which are fixed points, as well as starts outside $[0, 1]$. Truncation, as used in linear-scaling codes, is also left open: discarding small matrix elements can change the eigenvectors between updates, and the scalar recursion then no longer describes the iteration.

## The Lean file

```lean
import Mathlib

open Filter Topology Matrix

namespace DampedMcWeeny

noncomputable section

/-- One damped McWeeny update of a density matrix `P` with damping parameter `a`. -/
def purify {ι : Type*} [Fintype ι] [DecidableEq ι] (a : ℝ) (P : Matrix ι ι ℂ) :
    Matrix ι ι ℂ :=
  P + a • ((3 : ℝ) • P ^ 2 - (2 : ℝ) • P ^ 3 - P)

/-- One damped McWeeny update of a single occupation number `x`. -/
def step (a x : ℝ) : ℝ := x + a * (3 * x ^ 2 - 2 * x ^ 3 - x)

/-- The occupation number after `n` damped McWeeny updates, starting from `x`. -/
def occupation (a x : ℝ) (n : ℕ) : ℝ := (step a)^[n] x

theorem occupation_succ (a x : ℝ) (n : ℕ) :
    occupation a x (n + 1) = step a (occupation a x n) :=
  Function.iterate_succ_apply' _ _ _

/-- An eigenvector of the initial matrix with real occupation `x` satisfies the eigenvalue
equation of every iterate, with the occupation given by the scalar recursion. -/
theorem purify_iterate_mulVec {ι : Type*} [Fintype ι] [DecidableEq ι] (a x : ℝ)
    (P : Matrix ι ι ℂ) (v : ι → ℂ) (h : P *ᵥ v = x • v) (n : ℕ) :
    ((purify a)^[n] P) *ᵥ v = occupation a x n • v := by
  -- a single update acts on the eigenvalue through the same polynomial
  have key : ∀ (Q : Matrix ι ι ℂ) (y : ℝ), Q *ᵥ v = y • v →
      purify a Q *ᵥ v = step a y • v := by
    intro Q y hQ
    have h2 : (Q ^ 2) *ᵥ v = (y ^ 2) • v := by
      rw [pow_two, ← Matrix.mulVec_mulVec, hQ, Matrix.mulVec_smul, hQ]
      module
    have e3 : Q ^ 3 = Q * Q ^ 2 := pow_succ' Q 2
    have h3 : (Q ^ 3) *ᵥ v = (y ^ 3) • v := by
      rw [e3, ← Matrix.mulVec_mulVec, h2, Matrix.mulVec_smul, hQ]
      module
    unfold purify step
    simp only [Matrix.add_mulVec, Matrix.sub_mulVec, Matrix.smul_mulVec, h2, h3, hQ]
    module
  induction n with
  | zero => exact h
  | succ n ih =>
    rw [Function.iterate_succ_apply', occupation_succ]
    exact key _ _ ih

/-- The update multiplies an occupation `x` by the factor `1 - a (1 - x) (1 - 2 x)`. -/
theorem step_eq (a x : ℝ) : step a x = (1 - a * ((1 - x) * (1 - 2 * x))) * x := by
  unfold step
  ring

/-- For `0 < a ≤ 1`, an occupation strictly between 0 and 1/2 stays positive and does not
increase in one update. -/
theorem step_bounds {a x : ℝ} (ha : 0 < a) (ha1 : a ≤ 1) (hx : 0 < x) (hx2 : x < 1 / 2) :
    0 < step a x ∧ step a x ≤ x := by
  have hq : 0 < (1 - x) * (1 - 2 * x) := mul_pos (by linarith) (by linarith)
  have hq1 : (1 - x) * (1 - 2 * x) < 1 := by
    nlinarith [mul_pos hx (show 0 < 3 - 2 * x by linarith)]
  have haq : 0 < a * ((1 - x) * (1 - 2 * x)) := mul_pos ha hq
  have haq1 : a * ((1 - x) * (1 - 2 * x)) < 1 :=
    lt_of_le_of_lt (mul_le_of_le_one_left hq.le ha1) hq1
  rw [step_eq]
  exact ⟨mul_pos (by linarith) hx, mul_le_of_le_one_left hx.le (by linarith)⟩

/-- For `0 < a ≤ 1` and a start strictly between 0 and 1/2, all later occupations are
positive and at most the initial one. -/
theorem occupation_mem {a x : ℝ} (ha : 0 < a) (ha1 : a ≤ 1) (hx : 0 < x)
    (hx2 : x < 1 / 2) (n : ℕ) : 0 < occupation a x n ∧ occupation a x n ≤ x := by
  induction n with
  | zero => exact ⟨hx, le_refl x⟩
  | succ n ih =>
    have h := step_bounds ha ha1 ih.1 (lt_of_le_of_lt ih.2 hx2)
    rw [occupation_succ]
    exact ⟨h.1, h.2.trans ih.2⟩

/-- For `0 < a ≤ 1` and a start strictly between 0 and 1/2, the occupation lies between two
explicit geometric sequences. -/
theorem geometric_bounds {a x : ℝ} (ha : 0 < a) (ha1 : a ≤ 1) (hx : 0 < x)
    (hx2 : x < 1 / 2) (n : ℕ) :
    (1 - a) ^ n * x ≤ occupation a x n ∧
      occupation a x n ≤ (1 - a * ((1 - x) * (1 - 2 * x))) ^ n * x := by
  induction n with
  | zero => simp [occupation]
  | succ n ih =>
    obtain ⟨hy, hyx⟩ := occupation_mem ha ha1 hx hx2 n
    rw [occupation_succ, step_eq]
    set y := occupation a x n
    -- the factor at `y` lies between its values at 0 and at `x`
    have hq1 : (1 - y) * (1 - 2 * y) ≤ 1 := by
      nlinarith [mul_pos hy (show 0 < 3 - 2 * y by linarith)]
    have hqx : (1 - x) * (1 - 2 * x) ≤ (1 - y) * (1 - 2 * y) := by
      nlinarith [mul_nonneg (sub_nonneg.2 hyx) (show 0 ≤ 3 - 2 * x - 2 * y by linarith)]
    have h1 := mul_le_mul_of_nonneg_left hq1 ha.le
    have h2 := mul_le_mul_of_nonneg_left hqx ha.le
    have hr : 0 ≤ 1 - a * ((1 - x) * (1 - 2 * x)) := by linarith
    constructor
    · calc (1 - a) ^ (n + 1) * x = (1 - a) * ((1 - a) ^ n * x) := by ring
        _ ≤ (1 - a) * y := mul_le_mul_of_nonneg_left ih.1 (by linarith)
        _ ≤ _ := mul_le_mul_of_nonneg_right (by linarith) hy.le
    · calc (1 - a * ((1 - y) * (1 - 2 * y))) * y
          ≤ (1 - a * ((1 - x) * (1 - 2 * x))) * y :=
            mul_le_mul_of_nonneg_right (by linarith) hy.le
        _ ≤ (1 - a * ((1 - x) * (1 - 2 * x))) *
            ((1 - a * ((1 - x) * (1 - 2 * x))) ^ n * x) :=
            mul_le_mul_of_nonneg_left ih.2 hr
        _ = _ := by ring

/-- For `0 < a ≤ 1` and a start strictly between 0 and 1/2, the occupations are nonincreasing
and tend to 0, and the ratio of successive occupations tends to `1 - a`. -/
theorem damped_convergence {a x : ℝ} (ha : 0 < a) (ha1 : a ≤ 1) (hx : 0 < x)
    (hx2 : x < 1 / 2) :
    Antitone (occupation a x) ∧ Tendsto (occupation a x) atTop (𝓝 0) ∧
      Tendsto (fun n => occupation a x (n + 1) / occupation a x n) atTop (𝓝 (1 - a)) := by
  have hm := occupation_mem ha ha1 hx hx2
  have hlim : Tendsto (occupation a x) atTop (𝓝 0) := by
    have hq : 0 < (1 - x) * (1 - 2 * x) := mul_pos (by linarith) (by linarith)
    have haq := mul_pos ha hq
    have hr : 0 ≤ 1 - a * ((1 - x) * (1 - 2 * x)) := by
      have h := (step_bounds ha ha1 hx hx2).1
      rw [step_eq] at h
      exact (pos_of_mul_pos_left h hx.le).le
    have hg := (tendsto_pow_atTop_nhds_zero_of_lt_one hr (by linarith)).mul_const x
    rw [zero_mul] at hg
    exact squeeze_zero (fun n => (hm n).1.le)
      (fun n => (geometric_bounds ha ha1 hx hx2 n).2) hg
  refine ⟨antitone_nat_of_succ_le fun n => ?_, hlim, ?_⟩
  · rw [occupation_succ]
    exact (step_bounds ha ha1 (hm n).1 (lt_of_le_of_lt (hm n).2 hx2)).2
  · -- the ratio is a continuous function of the occupation
    have hratio : ∀ n, occupation a x (n + 1) / occupation a x n =
        1 - a * ((1 - occupation a x n) * (1 - 2 * occupation a x n)) := by
      intro n
      rw [occupation_succ, step_eq, mul_div_cancel_right₀ _ (hm n).1.ne']
    have hc : Continuous (fun y : ℝ => 1 - a * ((1 - y) * (1 - 2 * y))) := by fun_prop
    have h0 : 1 - a * ((1 - (0 : ℝ)) * (1 - 2 * 0)) = 1 - a := by ring
    have h := (hc.tendsto 0).comp hlim
    rw [h0] at h
    exact h.congr fun n => (hratio n).symm

/-- For `0 < a ≤ 1` and a start strictly between 0 and 1/2, each new occupation is bounded by
a fixed multiple of the square of the previous one exactly when `a = 1`. -/
theorem quadratic_iff_undamped {a x : ℝ} (ha : 0 < a) (ha1 : a ≤ 1) (hx : 0 < x)
    (hx2 : x < 1 / 2) :
    (∃ C : ℝ, ∀ n, occupation a x (n + 1) ≤ C * occupation a x n ^ 2) ↔ a = 1 := by
  have hm := occupation_mem ha ha1 hx hx2
  constructor
  · rintro ⟨C, hC⟩
    obtain ⟨-, hlim, hratio⟩ := damped_convergence ha ha1 hx hx2
    -- a quadratic bound would force the limiting ratio to vanish
    have h : 1 - a ≤ C * 0 := by
      refine le_of_tendsto_of_tendsto' hratio (hlim.const_mul C) fun n => ?_
      rw [div_le_iff₀ (hm n).1]
      linarith [hC n, show C * occupation a x n ^ 2 =
        C * occupation a x n * occupation a x n by ring]
    linarith
  · rintro rfl
    refine ⟨3, fun n => ?_⟩
    rw [occupation_succ]
    unfold step
    linarith [pow_pos (hm n).1 3]

/-- Particle-hole symmetry: starting from `1 - x` gives one minus the occupations that start
from `x`. -/
theorem occupation_hole (a x : ℝ) (n : ℕ) :
    occupation a (1 - x) n = 1 - occupation a x n := by
  induction n with
  | zero => rfl
  | succ n ih =>
    rw [occupation_succ, occupation_succ, ih]
    unfold step
    ring

/-- For `0 < a ≤ 1` and a start strictly between 1/2 and 1, the occupation tends to 1 and the
ratio of successive hole occupations tends to `1 - a`. -/
theorem damped_convergence_filled {a x : ℝ} (ha : 0 < a) (ha1 : a ≤ 1) (hx : 1 / 2 < x)
    (hx1 : x < 1) :
    Tendsto (occupation a x) atTop (𝓝 1) ∧
      Tendsto (fun n => (1 - occupation a x (n + 1)) / (1 - occupation a x n))
        atTop (𝓝 (1 - a)) := by
  obtain ⟨-, hlim, hratio⟩ :=
    damped_convergence (x := 1 - x) ha ha1 (by linarith) (by linarith)
  constructor
  · have h := hlim.const_sub 1
    rw [sub_zero] at h
    exact h.congr fun n => by rw [occupation_hole]; ring
  · exact hratio.congr fun n => by rw [occupation_hole, occupation_hole]

end

end DampedMcWeeny
```

```lean
#print axioms DampedMcWeeny.purify_iterate_mulVec
#print axioms DampedMcWeeny.quadratic_iff_undamped
#print axioms DampedMcWeeny.damped_convergence_filled
```

```
'DampedMcWeeny.purify_iterate_mulVec' depends on axioms: [propext, Classical.choice, Quot.sound]
'DampedMcWeeny.quadratic_iff_undamped' depends on axioms: [propext, Classical.choice, Quot.sound]
'DampedMcWeeny.damped_convergence_filled' depends on axioms: [propext, Classical.choice, Quot.sound]
```

## From the factorisation to the limits in Lean

In `purify_iterate_mulVec`, the local claim `key` computes the action of $Q^2$ and $Q^3$ on the eigenvector and treats one update; induction covers the rest.

`step_eq` is the factorisation, checked by `ring`. `step_bounds` gives $0 < f(x) \le x$; its `nlinarith` call receives the product $x(3-2x)$ used above. `occupation_mem` carries these bounds through the iteration. In `geometric_bounds`, `hq1` and `hqx` are the two inequalities for $q(x_n)$, and the `calc` blocks multiply them into the induction hypothesis.

`damped_convergence` obtains the limit 0 with `squeeze_zero` from the upper geometric bound. For the ratio, `hratio` cancels the positive $x_n$, and continuity of $1 - a\,q(y)$ at $y = 0$ gives $1 - a$.

`quadratic_iff_undamped` passes to the limit in $x_{n+1}/x_n \le C x_n$ with `le_of_tendsto_of_tendsto'`; the converse supplies the constant 3. `occupation_hole` proves the particle-hole symmetry by induction, and `damped_convergence_filled` applies the earlier theorem to the start $1 - x_0$.
